# For an irreducible unitary representation equivalent to its conjugate, the Frobenius–Schur indicator is the transposition sign of the intertwiner

Rotations of a spin one half by $\pi$ about the three coordinate axes generate a group of eight matrices, $\pm 1$, $\pm i\sigma_x$, $\pm i\sigma_y$, $\pm i\sigma_z$. Time reversal acts on the same spin as $T=UK$, where $K$ is complex conjugation and $U=i\sigma_y$. It commutes with the rotations, and $T^2=-1$ because $U^T=-U$. Can this sign be found from the rotations alone?

Square the eight matrices. Two squares are $1$, with trace $2$, and six are $-1$, with trace $-2$. The average trace is $(4-12)/8=-1$, the sign of $T^2$.

The mechanism is visible in the sum of $r\,A\,r^T$ over the eight matrices $r$:
$$2\,(A-\sigma_xA\sigma_x+\sigma_yA\sigma_y-\sigma_zA\sigma_z).$$
It vanishes for $A=1,\sigma_x,\sigma_z$ and equals $8\sigma_y$ for $A=\sigma_y$. The sum keeps only the part of $A$ along $U$, and the symmetry of $U$ under transposition then fixes the average.

## From the twisted sum to the sign

Let $r$ be a representation of a finite group $G$ by unitary $d\times d$ matrices, $d\ge1$, such that only multiples of $1$ commute with every $r(g)$. Let $U$ be unitary, with
$$U\,\overline{r(g)}=r(g)\,U,\qquad U^T=eU .$$
Here $e$ is a number, not the identity of the group. Transposing twice gives $e^2=1$, and $T=UK$ has $T^2=U\overline U=e$. The claim is
$$\frac1{|G|}\sum_g \operatorname{tr} r(g^2)=e .$$

**The sum is an intertwiner.** Put $S(A)=\sum_g r(g)A\,r(g)^T$. Replacing $g$ by $hg$ only reorders the terms, so $r(h)S(A)r(h)^T=S(A)$. Transposing $r(h)r(h)^\dagger=1$ gives $\overline{r(h)}\,r(h)^T=1$, hence also $r(h)^T\,\overline{r(h)}=1$. Multiplication by $\overline{r(h)}$ on the right yields $r(h)S(A)=S(A)\overline{r(h)}$.

**It is a multiple of $U$.** The relation for $U$ gives $\overline{r(g)}\,U^\dagger=U^\dagger r(g)$. Therefore
$$r(g)S(A)U^\dagger=S(A)\overline{r(g)}U^\dagger=S(A)U^\dagger r(g),$$
so $S(A)U^\dagger=c\,1$ and $S(A)=cU$. The trace determines $c$:
$$cd=\sum_g\operatorname{tr}\big(r(g)^TU^\dagger r(g)A\big)=\sum_g\operatorname{tr}\big(r(g)^T\overline{r(g)}U^\dagger A\big)=|G|\operatorname{tr}(U^\dagger A).$$
Thus $d\,S(A)=|G|\operatorname{tr}(U^\dagger A)\,U$.

**Matrix units give the character.** Let $E_{ji}$ have its single entry $1$ in row $j$, column $i$. Then $(r(g)E_{ji}r(g)^T)_{ij}=r(g)_{ij}r(g)_{ji}$, and summing over $i,j$ gives $\operatorname{tr}r(g)^2=\operatorname{tr} r(g^2)$. Since $\operatorname{tr}(U^\dagger E_{ji})=\overline{U_{ji}}$ and $U_{ij}=eU_{ji}$,
$$d\sum_g\operatorname{tr}r(g^2)=|G|\sum_{i,j}\overline{U_{ji}}\,U_{ij}=|G|\,e\sum_{i,j}|U_{ji}|^2=|G|\,e\,d .$$
Dividing by $|G|d$ proves the claim.

## The sign from a character table

In a calculation $U$ need not be constructed: the characters and the squares of the group elements suffice. Take the two-dimensional representation of the symmetry group of the square. The identity, the half turn and the four reflections square to the identity, with character $2$. The two quarter turns square to the half turn, with character $-2$. The average is $(6\cdot2-2\cdot2)/8=1$.

For a finite symmetry group that commutes with time reversal, comparing this number with the square of time reversal on the full state space tells whether time reversal forces extra degeneracy in an electronic level.

## A reducible representation breaks the equality

Let $G$ have one element, represented by the $2\times2$ identity, and take $U=i\sigma_y$. Unitarity, the intertwining relation and $U^T=-U$ all hold, but the average is $2$, not $-1$. Every matrix commutes with this representation, so the other hypotheses do not determine the average without the condition on commuting matrices.

## The representation and its conjugate in Lean

```lean
import Mathlib

open Matrix

namespace FrobeniusSchur

noncomputable section

variable {G n : Type*} [Group G] [Fintype G] [Fintype n] [DecidableEq n]
```

The group is `G`, and the finite type `n` labels the basis states.

```lean
/-- The entrywise complex conjugate of a matrix. -/
def cc (A : Matrix n n ℂ) : Matrix n n ℂ := A.map (starRingEnd ℂ)
```

`cc A` is $\overline A$, without transposition; the adjoint is written `ᴴ`.

```lean
/-- Every group element is represented by a unitary matrix. -/
def IsUnitaryRep (r : G →* Matrix n n ℂ) : Prop := ∀ g, r g * (r g)ᴴ = 1
```

A representation is a multiplicative map `r` into complex matrices. For half-integer spin, the matrices assigned to rotations may multiply correctly only up to a sign; taking `G` to be the double group, as in the opening example, removes this ambiguity. Unitarity is a separate condition.

```lean
/-- Only multiples of the identity commute with the whole representation. -/
def ScalarCommutant (r : G →* Matrix n n ℂ) : Prop :=
  ∀ B : Matrix n n ℂ, (∀ g, r g * B = B * r g) → ∃ c : ℂ, B = c • (1 : Matrix n n ℂ)
```

This is the form in which irreducibility enters. The conclusion of Schur's lemma is assumed here and not derived from the absence of invariant subspaces.

```lean
/-- The matrix `U` carries the complex conjugate representation into the representation. -/
def Intertwines (r : G →* Matrix n n ℂ) (U : Matrix n n ℂ) : Prop :=
  ∀ g, U * cc (r g) = r g * U
```

The condition says that $UK$ commutes with every $r(g)$. It allows $U=0$; unitarity of `U` is required separately. That time reversal acts within the space of one irreducible representation, as $UK$, is the physical identification left to the user.

```lean
/-- The Frobenius-Schur indicator: the group average of the character at `g ^ 2`. -/
def indicator (r : G →* Matrix n n ℂ) : ℂ :=
  (∑ g, (r (g ^ 2)).trace) / (Fintype.card G : ℂ)

/-- The twisted group sum of `r(g) A r(g)ᵀ`. -/
def twirl (r : G →* Matrix n n ℂ) (A : Matrix n n ℂ) : Matrix n n ℂ :=
  ∑ g, r g * A * (r g)ᵀ
```

`twirl r A` is $S(A)$, an unnormalised sum. In quantum information a twirl usually has the adjoint on the right; here it is the transpose.

## The twisted sum is proportional to the intertwiner

```lean
variable {r : G →* Matrix n n ℂ} {U : Matrix n n ℂ}

/-- For a unitary matrix, the transpose is inverse to the complex conjugate. -/
theorem transpose_mul_cc {A : Matrix n n ℂ} (h : A * Aᴴ = 1) : Aᵀ * cc A = 1 := by
  have h' := congrArg Matrix.transpose h
  rw [Matrix.transpose_mul, Matrix.transpose_one] at h'
  exact mul_eq_one_comm.mp h'
```

This is $r^T\overline r=1$. The lemma `mul_eq_one_comm` exchanges the factors, since a one-sided inverse of a square matrix is two-sided.

```lean
/-- For a unitary representation, every twisted group sum intertwines the conjugate
representation with the representation. -/
theorem twirl_intertwines (hr : IsUnitaryRep r) (A : Matrix n n ℂ) :
    Intertwines r (twirl r A) := by
  intro h
  -- relabelling the group sum shows invariance
  have inv : r h * twirl r A * (r h)ᵀ = twirl r A := by
    unfold twirl
    rw [Finset.mul_sum, Finset.sum_mul]
    exact Fintype.sum_equiv (Equiv.mulLeft h) _ _ (fun g => by
      simp only [Equiv.coe_mulLeft, map_mul, Matrix.transpose_mul, mul_assoc])
  calc twirl r A * cc (r h) = r h * twirl r A * (r h)ᵀ * cc (r h) := by rw [inv]
    _ = r h * twirl r A := by rw [mul_assoc, transpose_mul_cc (hr h), mul_one]
```

The relabelling $g\mapsto hg$ is `Equiv.mulLeft h`, and the final `calc` multiplies by $\overline{r(h)}$.

```lean
omit [Fintype G] in
/-- The adjoint of a unitary intertwiner carries the representation back to its conjugate. -/
theorem adjoint_intertwines (hU : Uᴴ * U = 1) (hI : Intertwines r U) (g : G) :
    cc (r g) * Uᴴ = Uᴴ * r g := by
  calc cc (r g) * Uᴴ = Uᴴ * (U * cc (r g)) * Uᴴ := by rw [← mul_assoc, hU, one_mul]
    _ = Uᴴ * r g := by rw [hI g, mul_assoc, mul_assoc, mul_eq_one_comm.mp hU, mul_one]
```

Only the intertwining relation and unitarity of `U` are used to move $U^\dagger$ past the representation.

```lean
/-- For a unitary representation with scalar commutant and a unitary intertwiner `U`, the
twisted group sum of `A`, times the dimension, is `|G| tr(Uᴴ A) U`. -/
theorem twirl_eq (hr : IsUnitaryRep r) (hS : ScalarCommutant r) (hU : Uᴴ * U = 1)
    (hI : Intertwines r U) (A : Matrix n n ℂ) :
    (Fintype.card n : ℂ) • twirl r A = ((Fintype.card G : ℂ) * (Uᴴ * A).trace) • U := by
  -- Schur's lemma: the twisted sum times the adjoint of U is scalar
  obtain ⟨c, hc⟩ := hS (twirl r A * Uᴴ) (fun g => by
    rw [← mul_assoc, ← twirl_intertwines hr A g, mul_assoc, adjoint_intertwines hU hI,
      mul_assoc])
  have hV : twirl r A = c • U := by
    calc twirl r A = twirl r A * Uᴴ * U := by rw [mul_assoc, hU, mul_one]
      _ = c • U := by rw [hc, smul_mul_assoc, one_mul]
  have h1 : (twirl r A * Uᴴ).trace = c * (Fintype.card n : ℂ) := by
    rw [hc, Matrix.trace_smul, Matrix.trace_one, smul_eq_mul]
  -- each group element contributes the same trace
  have h2 : ∀ g, (r g * A * (r g)ᵀ * Uᴴ).trace = (Uᴴ * A).trace := by
    intro g
    have h3 : (r g)ᵀ * Uᴴ * (r g * A) = Uᴴ * A := by
      calc (r g)ᵀ * Uᴴ * (r g * A) = (r g)ᵀ * (Uᴴ * r g) * A := by simp only [mul_assoc]
        _ = (r g)ᵀ * cc (r g) * Uᴴ * A := by
          rw [← adjoint_intertwines hU hI g]; simp only [mul_assoc]
        _ = Uᴴ * A := by rw [transpose_mul_cc (hr g), one_mul]
    rw [mul_assoc (r g * A), Matrix.trace_mul_comm, h3]
  have h4 : (twirl r A * Uᴴ).trace = (Fintype.card G : ℂ) * (Uᴴ * A).trace := by
    unfold twirl
    rw [Finset.sum_mul, Matrix.trace_sum, Finset.sum_congr rfl (fun g _ => h2 g),
      Finset.sum_const, Finset.card_univ, nsmul_eq_mul]
  rw [hV, smul_smul, mul_comm _ c, ← h1, h4]
```

The scalar `c` comes from applying `hS` to $S(A)U^\dagger$. The steps `h1` and `h4` evaluate the trace of that product in two ways, with `h2` showing that each group element contributes $\operatorname{tr}(U^\dagger A)$. The statement keeps the factor $d$ on the left and so avoids a division.

## Summing the matrix units

```lean
/-- The summed character at `g ^ 2` is a sum of entries of twisted sums of matrix units. -/
theorem sum_trace_sq (r : G →* Matrix n n ℂ) :
    ∑ g, (r (g ^ 2)).trace = ∑ i, ∑ j, twirl r (Matrix.single j i 1) i j := by
  have h : ∀ g i j, (r g * Matrix.single j i (1 : ℂ) * (r g)ᵀ) i j = r g i j * r g j i := by
    intro g i j
    simp [Matrix.mul_apply, Matrix.single_apply, ite_and]
  simp only [twirl, Matrix.sum_apply, h]
  simp only [pow_two, map_mul, Matrix.trace, Matrix.diag_apply, Matrix.mul_apply]
  rw [Finset.sum_comm]
  refine Finset.sum_congr rfl fun i _ => ?_
  exact Finset.sum_comm
```

Here `Matrix.single j i 1` is $E_{ji}$. The auxiliary statement `h` is the entry formula from the derivation, and the remaining steps expand $\operatorname{tr}r(g^2)$ in matrix entries and exchange finite sums.

```lean
/-- Frobenius-Schur indicator: for a unitary representation of nonzero dimension with scalar
commutant, and a unitary intertwiner with `Uᵀ = e U`, the average of `tr r(g ^ 2)` is `e`. -/
theorem indicator_eq [Nonempty n] (hr : IsUnitaryRep r) (hS : ScalarCommutant r)
    (hU : Uᴴ * U = 1) (hI : Intertwines r U) {e : ℂ} (hT : Uᵀ = e • U) :
    indicator r = e := by
  have hn : (Fintype.card n : ℂ) ≠ 0 := Nat.cast_ne_zero.mpr Fintype.card_ne_zero
  have hG : (Fintype.card G : ℂ) ≠ 0 := Nat.cast_ne_zero.mpr Fintype.card_ne_zero
  have entry : ∀ i j, (Fintype.card n : ℂ) * twirl r (Matrix.single j i 1) i j
      = (Fintype.card G : ℂ) * e * (star (U j i) * U j i) := by
    intro i j
    have h := congrFun (congrFun (twirl_eq hr hS hU hI (Matrix.single j i 1)) i) j
    simp only [Matrix.smul_apply, smul_eq_mul] at h
    have ht : (Uᴴ * Matrix.single j i (1 : ℂ)).trace = star (U j i) := by
      simp [Matrix.trace, Matrix.mul_apply, Matrix.single_apply, ite_and]
    have hu : U i j = e * U j i := congrFun (congrFun hT j) i
    rw [h, ht, hu]
    ring
  -- unitarity fixes the normalisation
  have hsum : ∑ i, ∑ j, star (U j i) * U j i = (Fintype.card n : ℂ) := by
    have h := congrArg Matrix.trace hU
    rw [Matrix.trace_one] at h
    simp only [Matrix.trace, Matrix.diag_apply, Matrix.mul_apply,
      Matrix.conjTranspose_apply] at h
    exact h
  unfold indicator
  rw [div_eq_iff hG]
  apply mul_left_cancel₀ hn
  rw [sum_trace_sq]
  simp only [Finset.mul_sum, entry]
  simp only [← Finset.mul_sum, hsum]
  ring
```

In words: for a unitary representation of nonzero dimension whose commutant is the scalars, and a unitary intertwiner with $U^T=eU$, the indicator is $e$. The number `e` is an arbitrary complex number in the statement; that it is $\pm1$ is not needed. `Nonempty n` excludes dimension zero, where every `e` would satisfy the transposition condition.

The step `entry` combines the formula for $S(E_{ji})$ with $U_{ij}=eU_{ji}$, and `hsum` is $\operatorname{tr}U^\dagger U=d$. The end of the proof cancels the nonzero factor $d$.

## No intertwiner, zero indicator

```lean
/-- If a unitary representation has no nonzero intertwiner with its complex conjugate, its
indicator vanishes. -/
theorem indicator_eq_zero (hr : IsUnitaryRep r) (h0 : ∀ V, Intertwines r V → V = 0) :
    indicator r = 0 := by
  unfold indicator
  rw [sum_trace_sq]
  simp [h0 _ (twirl_intertwines hr _)]
```

Each $S(E_{ji})$ is an intertwiner, so it vanishes when zero is the only one. Neither irreducibility nor a nonzero dimension is needed.

The classical Frobenius–Schur theorem sorts every irreducible representation into the values $1$, $-1$ and $0$. The two results here evaluate the indicator once a unitary intertwiner with its transposition factor, or the absence of nonzero intertwiners, is supplied; they do not establish that one of these situations must occur.

## The square as a real example

```lean
/-- The symmetry group of the square, acting on the plane by integer matrices. -/
def square : DihedralGroup 4 →* Matrix (Fin 2) (Fin 2) ℤ where
  toFun g := match g with
    | .r k => !![0, -1; 1, 0] ^ k.val
    | .sr k => !![1, 0; 0, -1] * !![0, -1; 1, 0] ^ k.val
  map_one' := by decide +kernel
  map_mul' := by decide +kernel
```

`DihedralGroup 4` has eight elements: `.r k` is a rotation by $k$ quarter turns, and `.sr k` is a reflection times such a rotation. With integer entries, the multiplication law is checked by enumeration.

```lean
/-- The same action on complex vectors. -/
def squareRep : DihedralGroup 4 →* Matrix (Fin 2) (Fin 2) ℂ :=
  (Int.castRingHom ℂ).mapMatrix.toMonoidHom.comp square

/-- The complex representation of the symmetry group of the square is unitary with scalar
commutant, and the identity is a symmetric unitary intertwiner for it. -/
theorem indicator_eq_witness : IsUnitaryRep squareRep ∧ ScalarCommutant squareRep ∧
    (1 : Matrix (Fin 2) (Fin 2) ℂ)ᴴ * 1 = 1 ∧ Intertwines squareRep 1 ∧
    (1 : Matrix (Fin 2) (Fin 2) ℂ)ᵀ = (1 : ℂ) • 1 := by
  refine ⟨fun g => ?_, fun B hB => ?_, by simp, fun g => ?_, by simp⟩
  · have h : square g * (square g)ᵀ = 1 := by revert g; decide +kernel
    have h' := congrArg (Int.castRingHom ℂ).mapMatrix h
    rw [map_mul, map_one] at h'
    have hs : (squareRep g)ᴴ = (Int.castRingHom ℂ).mapMatrix (square g)ᵀ := by
      ext i j
      change star ((square g j i : ℤ) : ℂ) = ((square g j i : ℤ) : ℂ)
      simp
    rw [hs]
    exact h'
  · have v1 : squareRep (.r 1) = !![0, -1; 1, 0] := by
      have h : square (.r 1) = !![0, -1; 1, 0] := by decide +kernel
      ext i j
      change ((square (.r 1) i j : ℤ) : ℂ) = _
      rw [h]
      fin_cases i <;> fin_cases j <;> simp
    have v2 : squareRep (.sr 0) = !![1, 0; 0, -1] := by
      have h : square (.sr 0) = !![1, 0; 0, -1] := by decide +kernel
      ext i j
      change ((square (.sr 0) i j : ℤ) : ℂ) = _
      rw [h]
      fin_cases i <;> fin_cases j <;> simp
    have h1 := hB (.r 1)
    have h2 := hB (.sr 0)
    rw [v1] at h1
    rw [v2] at h2
    -- the reflection removes off-diagonal entries, the rotation equates the diagonal
    have e11 : B 1 1 = B 0 0 := by
      simpa [Matrix.mul_apply, Fin.sum_univ_two] using congrFun (congrFun h1 0) 1
    have e01 : B 0 1 = -(B 0 1) := by
      simpa [Matrix.mul_apply, Fin.sum_univ_two] using congrFun (congrFun h2 0) 1
    have e10 : -(B 1 0) = B 1 0 := by
      simpa [Matrix.mul_apply, Fin.sum_univ_two] using congrFun (congrFun h2 1) 0
    have z01 : B 0 1 = 0 := by linear_combination e01 / 2
    have z10 : B 1 0 = 0 := by linear_combination -e10 / 2
    refine ⟨B 0 0, ?_⟩
    ext i j
    fin_cases i <;> fin_cases j <;> simp [z01, z10, e11]
  · rw [one_mul, mul_one]
    ext i j
    change starRingEnd ℂ ((square g i j : ℤ) : ℂ) = ((square g i j : ℤ) : ℂ)
    simp

end

end FrobeniusSchur
```

All the conditions on `r`, `U` and `e` in `indicator_eq` are met by `squareRep`, with $U=1$ and $e=1$. Unitarity is checked over the integers and transferred to complex matrices. For the commutant, commuting with the reflection removes the off-diagonal entries of `B`, and commuting with the quarter turn makes its diagonal entries equal. The matrices are real, so the identity intertwines them with their conjugates.

```lean
#print axioms FrobeniusSchur.indicator_eq
-- 'FrobeniusSchur.indicator_eq' depends on axioms: [propext, Classical.choice, Quot.sound]
#print axioms FrobeniusSchur.indicator_eq_zero
-- 'FrobeniusSchur.indicator_eq_zero' depends on axioms: [propext, Classical.choice, Quot.sound]
```
